# The four bond directions of an ideal tetrahedron, cube corners divided by √3, have unit length

Four bonds of an ideal tetrahedral centre point to alternating corners of a cube, such as (1, 1, 1) and (1, −1, −1). Each corner vector has squared length 3, and `tetra` divides it by √3. The theorem says that the dot product of each resulting real vector with itself is 1; it says nothing of the angles between different bonds. The attempt writes the dot product as a sum of three terms, turns √3 · √3 into 3, and then checks the four directions one by one.

As first written in Lean, the proof fails:

```lean
import Mathlib

open Matrix

namespace TetraUnit

noncomputable section

/-- Alternating corners of a cube, the vertices of a tetrahedron. -/
def corner : Matrix (Fin 4) (Fin 3) ℝ :=
  !![1, 1, 1; 1, -1, -1; -1, 1, -1; -1, -1, 1]

/-- The four tetrahedral bond directions. -/
def tetra (i : Fin 4) (k : Fin 3) : ℝ := corner i k / √3

/-- The tetrahedral bond directions are unit vectors. -/
theorem tetra_unit (i : Fin 4) : tetra i ⬝ᵥ tetra i = 1 := by
  simp only [tetra, dotProduct, div_mul_div_comm, Fin.sum_univ_three,
    Real.mul_self_sqrt (show (0 : ℝ) ≤ 3 by norm_num)]
  fin_cases i <;> norm_num [corner]

end

end TetraUnit
```

Lean reports:

```
Main.lean:17:59: error: unsolved goals
case «0»
⊢ 2 / 3 + ![1, 1, 1] 2 * ![1, 1, 1] 2 / 3 = 1

case «1»
⊢ 2 / 3 + ![1, -1, -1] 2 * ![1, -1, -1] 2 / 3 = 1

case «2»
⊢ 2 / 3 + ![-1, 1, -1] 2 * ![-1, 1, -1] 2 / 3 = 1

case «3»
⊢ 2 / 3 + ![-1, -1, 1] 2 * ![-1, -1, 1] 2 / 3 = 1
```

What went wrong. The four unsolved goals have the same form, one for each direction. The first two components have been evaluated and together give `2 / 3`, but the third is still an unread vector entry, such as `![1, 1, 1] 2`. Until that entry becomes a number, the arithmetic cannot be finished.

Entries 0 and 1 are read off by ordinary simp lemmas, which `norm_num` uses. Entry 2 is read off by a simproc, a small program that the simplifier runs to compute a rewrite. `simp` runs the default simprocs, but `norm_num` does not, so `norm_num [corner]` stops there.

The repair gives the unfolding of `corner` to `simp [corner]`, which can evaluate all three entries. The `norm_num` that follows settles any arithmetic left over, where each direction needs only that three thirds make 1.

The repair, with which the file compiles:

```diff
@@ -18,5 +18,5 @@
   simp only [tetra, dotProduct, div_mul_div_comm, Fin.sum_univ_three,
     Real.mul_self_sqrt (show (0 : ℝ) ≤ 3 by norm_num)]
-  fin_cases i <;> norm_num [corner]
+  fin_cases i <;> simp [corner] <;> norm_num
 
 end
```
